# The Lindblad rate ⟨v, G(ρ)v⟩ at a positive semidefinite ρ with ρv = 0 vanishes exactly when ρ annihilates every L_k* v

For a system with a finite-dimensional state space and finitely many jump operators L_k, let G be the Lindblad generator with ħ = 1, and let ρ be a positive semidefinite matrix with ρv = 0. The theorem says that ⟨v, G(ρ)v⟩ is zero if and only if ρ annihilates every vector L_k* v. When H is Hermitian, ρ has trace one and v is nonzero, this number divided by ⟨v, v⟩ is the initial rate at which the unoccupied normalised state along v gains population; the theorem itself needs neither normalisation nor a Hermitian H. The proof first reduces the rate to the sum of the terms ⟨L_k* v, ρ L_k* v⟩, then uses that a sum of nonnegative terms vanishes only if each term does, and that a positive semidefinite form vanishes only on the kernel of its matrix.

The failing Lean file:

```lean
import Mathlib

open Matrix
open scoped ComplexOrder

namespace BoundaryRateEqZeroIff

noncomputable section

variable {n κ : Type*} [Fintype n] [Fintype κ]

/-- The Lindblad generator with Hamiltonian `H` and jump operators `L k`, in units with `ħ = 1`:
`-i[H, ρ] + ∑ (L ρ L* - {L* L, ρ} / 2)`. -/
def lindblad (H : Matrix n n ℂ) (L : κ → Matrix n n ℂ) (ρ : Matrix n n ℂ) : Matrix n n ℂ :=
  (-Complex.I) • (H * ρ - ρ * H) +
    ∑ k, (L k * ρ * (L k)ᴴ - (1 / 2 : ℂ) • ((L k)ᴴ * L k * ρ + ρ * ((L k)ᴴ * L k)))

/-- The diagonal element `⟨v, A v⟩` as a linear functional of the operator `A`; the vector `v`
need not be normalised. -/
def expect (v : n → ℂ) : Matrix n n ℂ →ₗ[ℂ] ℂ where
  toFun A := star v ⬝ᵥ (A *ᵥ v)
  map_add' A B := by rw [Matrix.add_mulVec, dotProduct_add]
  map_smul' c A := by rw [Matrix.smul_mulVec, dotProduct_smul]; rfl

/-- If a Hermitian `ρ` annihilates `v`, then any product with `ρ` as its last or first factor has
zero diagonal element in `v`. -/
theorem expect_mul_of_kernel {ρ : Matrix n n ℂ} (hρ : ρ.IsHermitian) {v : n → ℂ}
    (hv : ρ *ᵥ v = 0) (A : Matrix n n ℂ) :
    expect v (A * ρ) = 0 ∧ expect v (ρ * A) = 0 := by
  -- the bra of `v` is annihilated as well
  have hbra : star v ᵥ* ρ = 0 := by
    have h := Matrix.star_mulVec ρ v
    rw [hv, hρ.eq, star_zero] at h
    exact h.symm
  constructor
  · change star v ⬝ᵥ ((A * ρ) *ᵥ v) = 0
    rw [← Matrix.mulVec_mulVec, hv, Matrix.mulVec_zero, dotProduct_zero]
  · change star v ⬝ᵥ ((ρ * A) *ᵥ v) = 0
    rw [← Matrix.mulVec_mulVec, Matrix.dotProduct_mulVec, hbra, zero_dotProduct]

/-- The jump term `L ρ L*` has diagonal element `⟨L* v, ρ L* v⟩` in `v`. -/
theorem expect_jump (L ρ : Matrix n n ℂ) (v : n → ℂ) :
    expect v (L * ρ * Lᴴ) = expect (Lᴴ *ᵥ v) ρ := by
  change star v ⬝ᵥ ((L * ρ * Lᴴ) *ᵥ v) = star (Lᴴ *ᵥ v) ⬝ᵥ (ρ *ᵥ (Lᴴ *ᵥ v))
  rw [Matrix.star_mulVec, Matrix.conjTranspose_conjTranspose, ← Matrix.dotProduct_mulVec]
  simp only [Matrix.mulVec_mulVec, Matrix.mul_assoc]

/-- For a Hermitian `ρ` with `ρ v = 0`, only the jump terms contribute to `⟨v, G(ρ) v⟩`, which
equals `∑ ⟨L_k* v, ρ L_k* v⟩`. -/
theorem expect_lindblad (H : Matrix n n ℂ) (L : κ → Matrix n n ℂ) {ρ : Matrix n n ℂ}
    (hρ : ρ.IsHermitian) {v : n → ℂ} (hv : ρ *ᵥ v = 0) :
    expect v (lindblad H L ρ) = ∑ k, expect ((L k)ᴴ *ᵥ v) ρ := by
  have hl := fun A => (expect_mul_of_kernel hρ hv A).1
  have hr := fun A => (expect_mul_of_kernel hρ hv A).2
  -- the commutator and the anticommutators drop out
  simp only [lindblad, map_add, map_sub, map_smul, map_sum, hl, hr, expect_jump,
    sub_zero, add_zero, zero_add, smul_zero]

/-- For a positive semidefinite `ρ` with `ρ v = 0`, the element `⟨v, G(ρ) v⟩` vanishes exactly
when every `L_k* v` is again annihilated by `ρ`. -/
theorem boundary_rate_eq_zero_iff (H : Matrix n n ℂ) (L : κ → Matrix n n ℂ)
    {ρ : Matrix n n ℂ} (hρ : ρ.PosSemidef) {v : n → ℂ} (hv : ρ *ᵥ v = 0) :
    expect v (lindblad H L ρ) = 0 ↔ ∀ k, ρ *ᵥ ((L k)ᴴ *ᵥ v) = 0 := by
  rw [expect_lindblad H L hρ.isHermitian hv,
    Finset.sum_eq_zero_iff_of_nonneg fun k _ => hρ.dotProduct_mulVec_nonneg _]
  -- a positive form vanishes only on the kernel
  exact ⟨fun h k => (hρ.dotProduct_mulVec_zero_iff _).1 (h k (Finset.mem_univ k)),
    fun h k _ => (hρ.dotProduct_mulVec_zero_iff _).2 (h k)⟩

end

end BoundaryRateEqZeroIff
```

Lean reports:

```
Main.lean:65:4: error: Tactic `rewrite` failed: Did not find an occurrence of the pattern
  ∑ i ∈ ?m.61, star (?m.74 i) ⬝ᵥ ρ *ᵥ ?m.74 i = 0
in the target expression
  ∑ k, (expect ((L k)ᴴ *ᵥ v)) ρ = 0 ↔ ∀ (k : κ), ρ *ᵥ (L k)ᴴ *ᵥ v = 0

n : Type u_1
κ : Type u_2
inst✝¹ : Fintype n
inst✝ : Fintype κ
H : Matrix n n ℂ
L : κ → Matrix n n ℂ
ρ : Matrix n n ℂ
hρ : ρ.PosSemidef
v : n → ℂ
hv : ρ *ᵥ v = 0
⊢ ∑ k, (expect ((L k)ᴴ *ᵥ v)) ρ = 0 ↔ ∀ (k : κ), ρ *ᵥ (L k)ᴴ *ᵥ v = 0
```

What went wrong. The error comes from the second rewrite, with `Finset.sum_eq_zero_iff_of_nonneg`; the first has already turned the left side into a sum of `expect` terms. The lemma has to learn its summand from the proof of nonnegativity it is given. Here that proof is `hρ.dotProduct_mulVec_nonneg _`, which speaks of `star x ⬝ᵥ ρ *ᵥ x`, so the rewrite looks for a sum of such dot products. The goal's summand is `(expect ((L k)ᴴ *ᵥ v)) ρ`. The two agree by definition, but only after `expect` is unfolded, which `rw` does not do when it searches for its pattern.

The repair states the nonnegativity first, as `hnn`, with the summand written through `expect`. The same proof term is accepted there, because checking it against a stated type allows `expect` to be unfolded. Given `hnn`, the lemma's left side is the very sum in the goal, and the rewrite succeeds.

After these edits no error is left:

```diff
@@ -62,6 +62,7 @@
     {ρ : Matrix n n ℂ} (hρ : ρ.PosSemidef) {v : n → ℂ} (hv : ρ *ᵥ v = 0) :
     expect v (lindblad H L ρ) = 0 ↔ ∀ k, ρ *ᵥ ((L k)ᴴ *ᵥ v) = 0 := by
-  rw [expect_lindblad H L hρ.isHermitian hv,
-    Finset.sum_eq_zero_iff_of_nonneg fun k _ => hρ.dotProduct_mulVec_nonneg _]
+  have hnn : ∀ k ∈ (Finset.univ : Finset κ), 0 ≤ expect ((L k)ᴴ *ᵥ v) ρ :=
+    fun k _ => hρ.dotProduct_mulVec_nonneg _
+  rw [expect_lindblad H L hρ.isHermitian hv, Finset.sum_eq_zero_iff_of_nonneg hnn]
   -- a positive form vanishes only on the kernel
   exact ⟨fun h k => (hρ.dotProduct_mulVec_zero_iff _).1 (h k (Finset.mem_univ k)),
```
